# For a symmetric invertible coupling matrix, the gradient of the second-order energy needs no amplitude derivatives

The first-order amplitudes can enter a theorem about energy gradients in two ways: as a given differentiable family that solves the amplitude equation, or as a function computed from the coupling data. Here they are computed, so nothing about their dependence on the parameter is assumed.

The data are a real matrix $A(s)$ and a real vector $b(s)$, indexed by a finite set of excitations and depending on one real parameter $s$, such as a nuclear coordinate or a field strength. $A$ represents the zeroth-order Hamiltonian minus the zeroth-order energy of the reference, in the space of excitations, and $b$ holds the couplings of the excitations to the reference through the perturbation. In Lean the finite set is the type `n`, a vector is a function `n → ℝ`, `*ᵥ` applies a matrix to a vector, and `⬝ᵥ` is the real dot product, written $\langle\cdot,\cdot\rangle$ below.

```lean
import Mathlib

open Matrix Filter Topology

namespace NoAmplitudeResponse

noncomputable section

variable {n : Type*} [Fintype n] [DecidableEq n]
```

## Amplitudes, energy and the Hylleraas functional

The amplitudes are

$$y = -A^{-1}b .$$

```lean
/-- The first-order amplitudes `y = -A⁻¹ b` for coupling matrix `A` and coupling vector `b`. -/
def amplitude (A : Matrix n n ℝ) (b : n → ℝ) : n → ℝ := -(A⁻¹ *ᵥ b)
```

The second-order energy is their overlap with the couplings, $E = \langle y,b\rangle = -\langle A^{-1}b,b\rangle$.

```lean
/-- The second-order energy `⟨y, b⟩`, with `y` the first-order amplitudes. -/
def secondOrderEnergy (A : Matrix n n ℝ) (b : n → ℝ) : ℝ := amplitude A b ⬝ᵥ b
```

For arbitrary trial amplitudes $x$, the Hylleraas functional is

$$H(x) = \langle x,Ax\rangle + 2\langle x,b\rangle .$$

```lean
/-- The Hylleraas functional `⟨x, A x⟩ + 2 ⟨x, b⟩` of trial amplitudes `x`. -/
def hylleraas (A : Matrix n n ℝ) (b x : n → ℝ) : ℝ := x ⬝ᵥ A *ᵥ x + 2 * (x ⬝ᵥ b)
```

## The amplitude equation has exactly one solution

Suppose $\det A\neq 0$. Physically, no combination of excitations is degenerate with the reference at zeroth order. Multiplying the definition of $y$ by $A$ gives

$$Ay = -AA^{-1}b = -b .$$

```lean
/-- For invertible `A`, the amplitudes solve the linear amplitude equation `A y = -b`. -/
theorem amplitude_equation {A : Matrix n n ℝ} (h : A.det ≠ 0) (b : n → ℝ) :
    A *ᵥ amplitude A b = -b := by
  rw [amplitude, Matrix.mulVec_neg, Matrix.mulVec_mulVec,
    Matrix.mul_nonsing_inv _ (isUnit_iff_ne_zero.mpr h), Matrix.one_mulVec]
```

Conversely, if $Ax=-b$, then $x = A^{-1}Ax = -A^{-1}b = y$. This lets later proofs identify the amplitudes by checking a linear equation, without computing an inverse.

```lean
/-- For invertible `A`, any solution of the amplitude equation is the vector of first-order
amplitudes. -/
theorem amplitude_unique {A : Matrix n n ℝ} (h : A.det ≠ 0) {b x : n → ℝ}
    (hx : A *ᵥ x = -b) : x = amplitude A b := by
  have hb : b = -(A *ᵥ x) := by rw [hx, neg_neg]
  rw [amplitude, hb, Matrix.mulVec_neg, neg_neg, Matrix.mulVec_mulVec,
    Matrix.nonsing_inv_mul _ (isUnit_iff_ne_zero.mpr h), Matrix.one_mulVec]
```

## Errors in the amplitudes enter the Hylleraas functional quadratically

For symmetric $A$, the matrix can be moved from one side of the dot product to the other:

$$\langle x,Az\rangle = \langle A^{T}x,z\rangle = \langle z,Ax\rangle .$$

Symmetry holds when the real matrix $A$ comes from a Hermitian zeroth-order Hamiltonian in an orthonormal basis.

```lean
omit [DecidableEq n] in
private lemma symm_pair {A : Matrix n n ℝ} (hA : A.IsSymm) (x z : n → ℝ) :
    x ⬝ᵥ A *ᵥ z = z ⬝ᵥ A *ᵥ x := by
  rw [Matrix.dotProduct_mulVec, ← Matrix.mulVec_transpose, hA.eq, dotProduct_comm]
```

Now insert $x=y+d$ into the functional. The two cross terms are equal by symmetry, and $Ay=-b$ then gives

$$\begin{aligned}
H(y+d) &= \langle y,Ay\rangle + 2\langle d,Ay\rangle + \langle d,Ad\rangle + 2\langle y,b\rangle + 2\langle d,b\rangle\\
&= -\langle y,b\rangle - 2\langle d,b\rangle + \langle d,Ad\rangle + 2\langle y,b\rangle + 2\langle d,b\rangle\\
&= E + \langle d,Ad\rangle .
\end{aligned}$$

There is no term linear in $d$, so $y$ is a stationary point. Positive definiteness of $A$ is not assumed, so the theorem does not say that it is a minimum. In the Lean proof, `simp only` expands the products and substitutes the two identities, and `ring` cancels the terms.

```lean
/-- For symmetric invertible `A`, an error `d` in the amplitudes changes the Hylleraas functional
from the second-order energy by exactly the quadratic term `⟨d, A d⟩`. -/
theorem hylleraas_amplitude_add {A : Matrix n n ℝ} (hA : A.IsSymm) (h : A.det ≠ 0)
    (b d : n → ℝ) :
    hylleraas A b (amplitude A b + d) = secondOrderEnergy A b + d ⬝ᵥ A *ᵥ d := by
  have h1 := amplitude_equation h b
  have h2 := symm_pair hA (amplitude A b) d
  simp only [hylleraas, secondOrderEnergy, Matrix.mulVec_add, add_dotProduct,
    dotProduct_add, h2, h1, dotProduct_neg]
  ring
```

## The energy written with fixed trial amplitudes

Stationarity is the physical reason for the gradient formula. The proof of the gradient uses a related identity, valid for every $x$:

$$\langle y,Ax+b\rangle + \langle x,b\rangle
= \langle x,Ay\rangle + \langle y,b\rangle + \langle x,b\rangle
= -\langle x,b\rangle + E + \langle x,b\rangle = E .$$

The vector $Ax+b$ is the residual of $x$ in the amplitude equation.

```lean
/-- For symmetric invertible `A` and any trial amplitudes `x`, the second-order energy is `⟨x, b⟩`
plus the overlap of the exact amplitudes with the residual `A x + b`. -/
theorem energy_from_trial {A : Matrix n n ℝ} (hA : A.IsSymm) (h : A.det ≠ 0)
    (b x : n → ℝ) :
    secondOrderEnergy A b = amplitude A b ⬝ᵥ (A *ᵥ x + b) + x ⬝ᵥ b := by
  rw [dotProduct_add, symm_pair hA, amplitude_equation h, dotProduct_neg, secondOrderEnergy]
  ring
```

## Continuity of the amplitudes

The determinant is a polynomial in the matrix entries, so it is continuous in $s$ wherever $A$ is. If it is nonzero at $s_0$, it therefore stays nonzero nearby.

```lean
private lemma continuousAt_det {A : ℝ → Matrix n n ℝ} {s₀ : ℝ} (hA : ContinuousAt A s₀) :
    ContinuousAt (fun s => (A s).det) s₀ := by
  have c : Continuous (fun M : Matrix n n ℝ => M.det) := Continuous.matrix_det continuous_id
  exact c.continuousAt.comp hA
```

The inverse is the adjugate divided by the determinant, hence

$$y_i(s) = -\sum_j \frac{(\operatorname{adj}A(s))_{ij}}{\det A(s)}\,b_j(s).$$

The entries of the adjugate are polynomials as well, so each $y_i$ is continuous at $s_0$. In the Lean proof, `e` is this formula and `hadj` is the continuity of the adjugate entries.

```lean
private lemma continuousAt_amplitude {A : ℝ → Matrix n n ℝ} {b : ℝ → n → ℝ} {s₀ : ℝ}
    (hA : ContinuousAt A s₀) (hb : ∀ i, ContinuousAt (fun s => b s i) s₀)
    (h : (A s₀).det ≠ 0) (i : n) :
    ContinuousAt (fun s => amplitude (A s) (b s) i) s₀ := by
  -- the inverse is the adjugate divided by the determinant
  have e : (fun s => amplitude (A s) (b s) i) =
      fun s => -∑ j, ((A s).det)⁻¹ * (A s).adjugate i j * b s j := by
    funext s
    simp only [amplitude, Pi.neg_apply, Matrix.mulVec, dotProduct, Matrix.inv_def,
      Ring.inverse_eq_inv', Matrix.smul_apply, smul_eq_mul]
  have hadj : ∀ j, ContinuousAt (fun s => (A s).adjugate i j) s₀ := fun j => by
    have c : Continuous (fun M : Matrix n n ℝ => M.adjugate i j) :=
      (Continuous.matrix_adjugate continuous_id).matrix_elem i j
    exact c.continuousAt.comp hA
  rw [e]
  exact ContinuousAt.neg (tendsto_finsetSum _ fun j _ =>
    (((continuousAt_det hA).inv₀ h).mul (hadj j)).mul (hb j))
```

## A product whose differentiable factor vanishes

Let $g$ be continuous at $s_0$, and let $r$ be differentiable there with $r(s_0)=0$. Then

$$\frac{g(s)r(s)-g(s_0)r(s_0)}{s-s_0} = g(s)\,\frac{r(s)-r(s_0)}{s-s_0}\longrightarrow g(s_0)\,r'(s_0).$$

No derivative of $g$ is needed. The Lean proof takes this same limit of difference quotients, there called slopes.

```lean
private lemma hasDerivAt_mul_of_zero {g r : ℝ → ℝ} {r' s₀ : ℝ} (hg : ContinuousAt g s₀)
    (hr : HasDerivAt r r' s₀) (h0 : r s₀ = 0) :
    HasDerivAt (fun s => g s * r s) (g s₀ * r') s₀ := by
  rw [hasDerivAt_iff_tendsto_slope] at hr ⊢
  refine ((hg.tendsto.mono_left nhdsWithin_le_nhds).mul hr).congr fun s => ?_
  simp only [slope_def_field, h0, mul_zero, sub_zero]
  ring
```

## The gradient formula

Freeze the trial amplitudes at $x=y(s_0)$ and let $r(s)=A(s)\,y(s_0)+b(s)$ be their residual. For $s$ near $s_0$,

$$E(s) = \langle y(s),r(s)\rangle + \langle y(s_0),b(s)\rangle ,\qquad r(s_0)=0 .$$

With primes for derivatives at $s_0$, the residual has derivative $r'=A'y(s_0)+b'$. The product rule above applies to each component of the first term, and the second term is linear in $b$. Therefore

$$E'(s_0) = \langle y,A'y+b'\rangle + \langle y,b'\rangle = \langle y,A'y\rangle + 2\langle y,b'\rangle ,\qquad y=y(s_0).$$

The theorem assumes that $A(s)$ is symmetric for every $s$ (`hsymm`), that $A(s_0)$ is invertible (`hdet`), and that each entry of $A$ and $b$ is differentiable at $s_0$ (`hA`, `hb`). `HasDerivAt` says that the energy is differentiable at $s_0$ and that its derivative is the displayed value. $A(s)$ may be singular away from $s_0$; Lean then assigns the inverse a conventional value, which has no effect on the derivative at $s_0$.

In the proof, `y` is the frozen vector $y(s_0)$. The steps `hr` and `h0` differentiate the residual and show that it vanishes, `hk` applies the product rule to each component, and `hs1` and `hs2` sum the two contributions. The `filter_upwards` step uses the trial identity at all nearby $s$, where the determinant is still nonzero.

```lean
/-- If `A s` is symmetric for every `s` and invertible at `s₀`, and `A` and `b` have entrywise
derivatives `A'` and `b'` at `s₀`, then the derivative of the second-order energy at `s₀` is `⟨y, A'
y⟩ + 2 ⟨y, b'⟩`: it involves the amplitudes `y` at the point `s₀` but not their derivative. -/
theorem hasDerivAt_secondOrderEnergy {A : ℝ → Matrix n n ℝ} {A' : Matrix n n ℝ}
    {b : ℝ → n → ℝ} {b' : n → ℝ} {s₀ : ℝ}
    (hsymm : ∀ s, (A s).IsSymm) (hdet : (A s₀).det ≠ 0)
    (hA : ∀ i j, HasDerivAt (fun s => A s i j) (A' i j) s₀)
    (hb : ∀ i, HasDerivAt (fun s => b s i) (b' i) s₀) :
    HasDerivAt (fun s => secondOrderEnergy (A s) (b s))
      (amplitude (A s₀) (b s₀) ⬝ᵥ A' *ᵥ amplitude (A s₀) (b s₀)
        + 2 * (amplitude (A s₀) (b s₀) ⬝ᵥ b')) s₀ := by
  have hAc : ContinuousAt A s₀ :=
    continuousAt_pi.2 fun i => continuousAt_pi.2 fun j => (hA i j).continuousAt
  obtain ⟨y, hy⟩ : ∃ y, y = amplitude (A s₀) (b s₀) := ⟨_, rfl⟩
  rw [← hy]
  -- the residual of the frozen amplitudes is differentiable and vanishes at `s₀`
  have hr : ∀ i, HasDerivAt (fun s => (A s *ᵥ y + b s) i) ((A' *ᵥ y + b') i) s₀ := fun i => by
    have h1 : HasDerivAt (fun s => ∑ j, A s i j * y j) (∑ j, A' i j * y j) s₀ :=
      HasDerivAt.fun_sum fun j _ => (hA i j).mul_const (y j)
    exact h1.fun_add (hb i)
  have h0 : ∀ i, (A s₀ *ᵥ y + b s₀) i = 0 := fun i => by
    rw [hy, amplitude_equation hdet]
    simp
  -- hence continuity of the amplitudes suffices
  have hk : ∀ i, HasDerivAt (fun s => amplitude (A s) (b s) i * (A s *ᵥ y + b s) i)
      (y i * (A' *ᵥ y + b') i) s₀ := fun i => by
    have hc := continuousAt_amplitude hAc (fun j => (hb j).continuousAt) hdet i
    have h2 := hasDerivAt_mul_of_zero hc (hr i) (h0 i)
    simpa only [← hy] using h2
  have hs1 : HasDerivAt (fun s => ∑ i, amplitude (A s) (b s) i * (A s *ᵥ y + b s) i)
      (∑ i, y i * (A' *ᵥ y + b') i) s₀ := HasDerivAt.fun_sum fun i _ => hk i
  have hs2 : HasDerivAt (fun s => ∑ i, y i * b s i) (∑ i, y i * b' i) s₀ :=
    HasDerivAt.fun_sum fun i _ => (hb i).const_mul (y i)
  refine ((hs1.fun_add hs2).congr_of_eventuallyEq ?_).congr_deriv ?_
  · filter_upwards [(continuousAt_det hAc).eventually_ne hdet] with s hs
    exact energy_from_trial (hsymm s) hs (b s) y
  · change y ⬝ᵥ (A' *ᵥ y + b') + y ⬝ᵥ b' = _
    rw [dotProduct_add]
    ring
```

In a program, the formula means that one solution of $Ay=-b$ serves every gradient component: the stored amplitudes are contracted with the derivative of $A$ and the derivative of $b$ for each parameter. In an MP2 gradient, these are total derivatives. They still contain the response of the orbitals, which has to be treated separately; only the amplitude response is gone.

## Diagonal coupling: squared couplings over gaps

In canonical Møller–Plesset theory $A$ is diagonal. Write $d_i$ for its entries, the energy gaps, and $v_i$ for the couplings. The determinant is $\prod_i d_i$, which is nonzero when every gap is.

```lean
private lemma det_diagonal_ne {d : n → ℝ} (h : ∀ i, d i ≠ 0) : (diagonal d).det ≠ 0 := by
  rw [Matrix.det_diagonal]
  exact Finset.prod_ne_zero_iff.mpr fun i _ => h i
```

The amplitude equation separates into $d_i y_i=-v_i$, so $y_i=-v_i/d_i$. The proof checks this candidate and appeals to uniqueness.

```lean
private lemma amplitude_diagonal {d : n → ℝ} (h : ∀ i, d i ≠ 0) (v : n → ℝ) :
    amplitude (diagonal d) v = fun i => -(v i / d i) := by
  refine (amplitude_unique (det_diagonal_ne h) ?_).symm
  ext i
  have hi := h i
  rw [Matrix.mulVec_diagonal, Pi.neg_apply]
  field_simp
```

Substitution into $\langle y,v\rangle$ gives the familiar sum

$$E=-\sum_i\frac{v_i^2}{d_i}.$$

For MP2 with real spin orbitals, $i$ stands for a distinct double excitation, $d_i$ for the sum of its two virtual orbital energies minus the sum of its two occupied ones, and $v_i$ for its antisymmetrised two-electron integral.

```lean
/-- For a diagonal matrix of nonzero energy gaps `d`, the second-order energy is the sum over
excitations of minus the squared coupling divided by the gap. -/
theorem secondOrderEnergy_diagonal {d : n → ℝ} (h : ∀ i, d i ≠ 0) (v : n → ℝ) :
    secondOrderEnergy (diagonal d) v = -∑ i, v i ^ 2 / d i := by
  rw [secondOrderEnergy, amplitude_diagonal h]
  simp only [dotProduct, ← Finset.sum_neg_distrib]
  exact Finset.sum_congr rfl fun i _ => by ring
```

With $y_i=-v_i/d_i$, the two terms of the gradient formula become

$$\langle y,A'y\rangle=\sum_i\left(\frac{v_i}{d_i}\right)^2 d_i',\qquad
2\langle y,v'\rangle=-2\sum_i\frac{v_i}{d_i}\,v_i' .$$

Their sum agrees with direct differentiation of $-v_i^2/d_i$. The gaps need to be nonzero only at $s_0$, and their signs are free. In Lean, `hD` supplies the entrywise derivatives of the diagonal matrix, including the zeros off the diagonal, and the general theorem does the rest.

```lean
/-- The derivative at `s₀` of the second-order energy for a diagonal matrix of gaps that are nonzero
at `s₀`, written with the derivatives of the gaps `d` and of the couplings `v`. -/
theorem hasDerivAt_secondOrderEnergy_diagonal {d v : ℝ → n → ℝ} {d' v' : n → ℝ} {s₀ : ℝ}
    (h : ∀ i, d s₀ i ≠ 0) (hd : ∀ i, HasDerivAt (fun s => d s i) (d' i) s₀)
    (hv : ∀ i, HasDerivAt (fun s => v s i) (v' i) s₀) :
    HasDerivAt (fun s => secondOrderEnergy (diagonal (d s)) (v s))
      (∑ i, ((v s₀ i / d s₀ i) ^ 2 * d' i - 2 * (v s₀ i / d s₀ i) * v' i)) s₀ := by
  have hD : ∀ i j, HasDerivAt (fun s => diagonal (d s) i j) (diagonal d' i j) s₀ := by
    intro i j
    by_cases hij : i = j
    · subst hij
      simpa only [Matrix.diagonal_apply_eq] using hd i
    · simpa only [Matrix.diagonal_apply_ne _ hij] using hasDerivAt_const s₀ (0 : ℝ)
  refine (hasDerivAt_secondOrderEnergy (A := fun s => diagonal (d s))
    (fun s => Matrix.isSymm_diagonal _) (det_diagonal_ne h) hD hv).congr_deriv ?_
  simp only [amplitude_diagonal h, dotProduct, Matrix.mulVec_diagonal, Finset.mul_sum,
    ← Finset.sum_add_distrib]
  exact Finset.sum_congr rfl fun i _ => by ring
```

## A non-symmetric matrix for which the formula fails

Take

$$A=\begin{pmatrix}1&1\\0&1\end{pmatrix},\qquad b(s)=\begin{pmatrix}1\\s\end{pmatrix}.$$

The second row of $Ay=-b$ gives $y_2=-s$, and the first then gives $y_1=s-1$. Hence

$$E(s)=(s-1)-s^2,\qquad E'(0)=1 .$$

Since $A$ is constant, the gradient formula reduces to $2\langle y,b'\rangle$. At $s=0$ this is twice the dot product of $(-1,0)$ and $(0,1)$, which is $0$. The Lean proof finds the amplitudes by uniqueness (`hy`) and then differentiates the explicit polynomial.

```lean
/-- For a constant non-symmetric invertible matrix the formula can fail: here the energy has
derivative `1` at `s = 0`, while `2 ⟨y, b'⟩` is `0`. -/
theorem symmetry_needed :
    HasDerivAt (fun s : ℝ => secondOrderEnergy !![1, 1; 0, 1] ![1, s]) 1 0 ∧
      2 * (amplitude !![1, 1; 0, 1] ![1, (0 : ℝ)] ⬝ᵥ ![0, 1]) = 0 := by
  have hy : ∀ s : ℝ, amplitude !![1, 1; 0, 1] ![1, s] = ![s - 1, -s] := fun s => by
    refine (amplitude_unique (by simp [Matrix.det_fin_two]) ?_).symm
    ext i
    fin_cases i <;> simp [Matrix.mulVec, dotProduct, Fin.sum_univ_succ]
    ring
  constructor
  · have e : (fun s : ℝ => secondOrderEnergy !![1, 1; 0, 1] ![1, s]) =
        fun s => (s - 1) - s ^ 2 := by
      funext s
      rw [secondOrderEnergy, hy]
      simp [dotProduct, Fin.sum_univ_succ]
      ring
    rw [e]
    exact (((hasDerivAt_id' (0 : ℝ)).sub_const 1).fun_sub (hasDerivAt_pow 2 (0 : ℝ))).congr_deriv
      (by norm_num)
  · rw [hy]
    simp [dotProduct, Fin.sum_univ_succ]

end

end NoAmplitudeResponse
```

```lean
#print axioms NoAmplitudeResponse.hasDerivAt_secondOrderEnergy
#print axioms NoAmplitudeResponse.secondOrderEnergy_diagonal
#print axioms NoAmplitudeResponse.hasDerivAt_secondOrderEnergy_diagonal
#print axioms NoAmplitudeResponse.symmetry_needed
```

```
'NoAmplitudeResponse.hasDerivAt_secondOrderEnergy' depends on axioms: [propext, Classical.choice, Quot.sound]
'NoAmplitudeResponse.secondOrderEnergy_diagonal' depends on axioms: [propext, Classical.choice, Quot.sound]
'NoAmplitudeResponse.hasDerivAt_secondOrderEnergy_diagonal' depends on axioms: [propext, Classical.choice, Quot.sound]
'NoAmplitudeResponse.symmetry_needed' depends on axioms: [propext, Classical.choice, Quot.sound]
```

For a non-symmetric matrix, the amplitude response can still be avoided by solving a second linear system, $A^{T}\lambda=-b$. The gradient is then $\langle\lambda,A'y+b'\rangle+\langle y,b'\rangle$. In the example $\lambda=(-1,1)$ at $s=0$, which restores the value $1$. Coupled-cluster gradient codes solve equations of this kind for their multipliers. For symmetric $A$ the two systems coincide and $\lambda=y$.

## Amplitudes given as a differentiable family

The other model mentioned at the start takes a differentiable $y(s)$ with $A(s)y(s)=-b(s)$ as a hypothesis. Differentiating this equation gives $Ay'=-b'-A'y$, and symmetry yields

$$\langle y',b\rangle=-\langle y',Ay\rangle=-\langle y,Ay'\rangle=\langle y,b'\rangle+\langle y,A'y\rangle .$$

Adding $\langle y,b'\rangle$ recovers the same gradient. This short argument, given here only by hand, would also cover a singular $A$, provided that such a family of solutions exists. The differentiability of the amplitudes is then a hypothesis. When $A(s_0)$ is invertible and $A$ and $b$ are differentiable there, it follows from the adjugate formula above; when $A(s_0)$ is singular, it has to be justified separately.
